# A Hamiltonian with Hermitian one- and two-body integrals is symmetric

The theorem concerns a fermionic Hamiltonian with one-body and two-body terms over a finite set of modes, acting on a complex inner product space. It states that ⟨Hx, y⟩ = ⟨x, Hy⟩ for all vectors x and y, which need not be normalised. The creators and annihilators are assumed to be mutually adjoint and to obey the canonical anticommutation relations; the integrals are Hermitian, and the two-body ones are also antisymmetrized. The proof expands both inner products into sums, moves the operators across by adjointness, and uses the Hermiticity of the integrals and a relabelling of the summation indices to match the two sides.

This version doesn't compile in Lean 4 with Mathlib:

```lean
import Mathlib

open ComplexConjugate

namespace HamiltonianSymmetric

noncomputable section

variable {M O U V : Type*} [Fintype M] [DecidableEq M] [Fintype O] [DecidableEq O]
  [Fintype U] [DecidableEq U] [NormedAddCommGroup V] [InnerProductSpace ℂ V]

/-- The Kronecker delta. -/
def delta {K : Type*} [DecidableEq K] (p q : K) : ℂ := if p = q then 1 else 0

/-- Annihilators `c` and creators `cd` are mutually adjoint and obey the canonical
anticommutation relations. -/
structure CAR (c cd : M → V →ₗ[ℂ] V) : Prop where
  adj : ∀ p x y, inner ℂ (cd p x) y = inner ℂ x (c p y)
  ann : ∀ p q x, c p (c q x) + c q (c p x) = 0
  cre : ∀ p q x, cd p (cd q x) + cd q (cd p x) = 0
  mix : ∀ p q x, c p (cd q x) + cd q (c p x) = delta p q • x

/-- Hermitian one-body integrals `h` and Hermitian, antisymmetrized two-body integrals `g`. -/
structure Integrals (h : M → M → ℂ) (g : M → M → M → M → ℂ) : Prop where
  herm_h : ∀ p q, h q p = conj (h p q)
  herm_g : ∀ p q r s, g r s p q = conj (g p q r s)
  bra : ∀ p q r s, g q p r s = -g p q r s
  ket : ∀ p q r s, g p q s r = -g p q r s

/-- The Hamiltonian `∑ h_pq p†q + (1/4) ∑ g_pqrs p†q†sr`. -/
def hamiltonian (c cd : M → V →ₗ[ℂ] V) (h : M → M → ℂ) (g : M → M → M → M → ℂ) :
    V →ₗ[ℂ] V :=
  ∑ p, ∑ q, h p q • (cd p ∘ₗ c q) +
    (1 / 4 : ℂ) • ∑ p, ∑ q, ∑ r, ∑ s, g p q r s • (cd p ∘ₗ cd q ∘ₗ c s ∘ₗ c r)

variable {c cd : O ⊕ U → V →ₗ[ℂ] V} {Φ : V} {h : O ⊕ U → O ⊕ U → ℂ}
  {g : O ⊕ U → O ⊕ U → O ⊕ U → O ⊕ U → ℂ}

/-- With Hermitian integrals the Hamiltonian is a symmetric operator. -/
theorem hamiltonian_symmetric {c cd : M → V →ₗ[ℂ] V} {h : M → M → ℂ}
    {g : M → M → M → M → ℂ} (hc : CAR c cd) (hI : Integrals h g) (x y : V) :
    inner ℂ (hamiltonian c cd h g x) y = inner ℂ x (hamiltonian c cd h g y) := by
  have ad : ∀ p x y, inner ℂ x (cd p y) = inner ℂ (c p x) y := fun p x y => by
    rw [← inner_conj_symm, hc.adj, inner_conj_symm]
  have q4 : conj (1 / 4 : ℂ) = 1 / 4 := by simp
  have swap : ∀ f : M → M → M → M → ℂ,
      ∑ p, ∑ q, ∑ r, ∑ s, f p q r s = ∑ p, ∑ q, ∑ r, ∑ s, f r s p q := fun f => by
    simpa only [Fintype.sum_prod_type] using Finset.sum_comm (s := Finset.univ)
      (t := Finset.univ) (f := fun (x y : M × M) => f x.1 x.2 y.1 y.2)
  simp only [hamiltonian, LinearMap.add_apply, LinearMap.smul_apply, LinearMap.sum_apply,
    LinearMap.comp_apply, inner_add_left, inner_add_right, inner_smul_left,
    inner_smul_right, sum_inner, inner_sum, hc.adj, ad, q4, ← hI.herm_h, ← hI.herm_g]
  rw [Finset.sum_comm, swap]

end

end HamiltonianSymmetric
```

The error:

```
Main.lean:45:40: error: unsolved goals
M : Type u_1
V : Type u_4
inst✝³ : Fintype M
inst✝² : DecidableEq M
inst✝¹ : NormedAddCommGroup V
inst✝ : InnerProductSpace ℂ V
c cd : M → V →ₗ[ℂ] V
h : M → M → ℂ
g : M → M → M → M → ℂ
hc : CAR c cd
hI : Integrals h g
x y : V
ad : ∀ (p : M) (x y : V), inner ℂ x ((cd p) y) = inner ℂ ((c p) x) y
⊢ (starRingEnd ℂ) 4 = 4
```

Cause. The error lies in the auxiliary fact `q4`, that the prefactor 1/4 equals its own complex conjugate. It is needed because the inner product is conjugate-linear in its first argument, so the prefactor comes out of the left-hand side conjugated.

The message shows that `simp` reduced the claim to `(starRingEnd ℂ) 4 = 4` and stopped there. `starRingEnd ℂ` is complex conjugation, so the remaining goal is true, but `simp` did not recognise the complex numeral 4 as fixed by conjugation.

The repair makes the realness of the number explicit. It rewrites the complex 1/4 as the real number 1/4 cast into ℂ, an equality that `norm_num` proves. `Complex.conj_ofReal`, which says that conjugation leaves a cast real number unchanged, then applies directly. After that rewrite both sides are identical, and `rw` closes the goal by reflexivity.

The mended proof, as a diff:

```diff
@@ -43,5 +43,6 @@
   have ad : ∀ p x y, inner ℂ x (cd p y) = inner ℂ (c p x) y := fun p x y => by
     rw [← inner_conj_symm, hc.adj, inner_conj_symm]
-  have q4 : conj (1 / 4 : ℂ) = 1 / 4 := by simp
+  have q4 : conj (1 / 4 : ℂ) = 1 / 4 := by
+    rw [show (1 / 4 : ℂ) = ((1 / 4 : ℝ) : ℂ) by norm_num, Complex.conj_ofReal]
   have swap : ∀ f : M → M → M → M → ℂ,
       ∑ p, ∑ q, ∑ r, ∑ s, f p q r s = ∑ p, ∑ q, ∑ r, ∑ s, f r s p q := fun f => by
```
